# Even Boltzmann iterates started from zero give conductivities rising weakly to the exact value when D − K and D + K are positive definite

Take one current-carrying mode with total scattering rate 1, and let half of that scattering reverse the velocity while the other half randomises it. Reversed carriers return with the opposite sign, so the in-scattering coefficient is −1/2. With unit driving term, the stationary response F obeys F = 1 − F/2, hence F = 2/3. Iteration from zero gives

F₀, F₁, F₂, F₃, F₄ = 0, 1, 1/2, 3/4, 5/8.

The error is F − F_n = (2/3)(−1/2)ⁿ: positive for even n, negative for odd n. With many modes, out-scattering rates D and an in-scattering matrix K, it is the error of the conductivity, not necessarily that of each component of F, that keeps its sign at even n: it is a quadratic form of D − K, which is nonnegative when D − K is positive definite.

## The iteration for finitely many modes

Let i label finitely many modes. The vector d holds the out-scattering rates, D = diag(d), K is the in-scattering matrix, and v is the driving term, one Cartesian component of the velocity in suitably weighted variables. Write ⟨x,y⟩ = Σ_i x_i y_i, which is `⬝ᵥ` in Lean; `*ᵥ` applies a matrix to a vector.

```lean
import Mathlib

open Matrix Filter Topology

namespace BoltzmannIteration

noncomputable section

variable {ι : Type*} [Fintype ι] [DecidableEq ι] {d v : ι → ℝ} {K : Matrix ι ι ℝ}
```

The linearised Boltzmann equation in a weak, uniform, static electric field is D F = v + K F. Putting the previous iterate into the in-scattering term gives

F₀ = 0, (F_{n+1})_i = (v_i + (K F_n)_i) / d_i.

The first iterate, v_i/d_i, is the relaxation-time approximation with the out-scattering rate alone.

```lean
/-- Iterative solution of the linearised Boltzmann equation with out-scattering rates `d`
(all nonzero), in-scattering matrix `K` and driving term `v`, started from zero. -/
def response (d : ι → ℝ) (K : Matrix ι ι ℝ) (v : ι → ℝ) : ℕ → ι → ℝ
  | 0 => 0
  | n + 1 => fun i => (v i + (K *ᵥ response d K v n) i) / d i
```

Solving the equation directly gives F = (D − K)⁻¹v. The conductivity is ⟨v,F⟩, with charge, volume and spin prefactors left out.

```lean
/-- The exact response `(D - K)⁻¹ v`, for an invertible collision matrix `D - K`. -/
def exactResponse (d : ι → ℝ) (K : Matrix ι ι ℝ) (v : ι → ℝ) : ι → ℝ :=
  (diagonal d - K)⁻¹ *ᵥ v
```

The quantity to follow is the deviation e_n = F − F_n.

```lean
/-- The exact response minus the `n`-th iterate, for nonzero rates `d` and invertible `D - K`. -/
def deviation (d : ι → ℝ) (K : Matrix ι ι ℝ) (v : ι → ℝ) (n : ℕ) : ι → ℝ :=
  exactResponse d K v - response d K v n
```

## Symmetry and the error recursion

For a symmetric matrix M, ⟨x,My⟩ = ⟨Mx,y⟩.

```lean
omit [DecidableEq ι] in
/-- A real symmetric matrix can be moved from one side of the scalar product to the other. -/
theorem dot_symm {M : Matrix ι ι ℝ} (hM : M.IsSymm) (x y : ι → ℝ) :
    x ⬝ᵥ M *ᵥ y = M *ᵥ x ⬝ᵥ y := by
  rw [Matrix.dotProduct_mulVec, ← Matrix.vecMul_transpose, hM.eq]
```

A positive definite M has positive determinant, so M(M⁻¹u) = u for every vector u.

```lean
/-- For a positive definite matrix `M`, the vector `M⁻¹ u` solves the linear system with
right-hand side `u`. -/
theorem mulVec_inv {M : Matrix ι ι ℝ} (hM : M.PosDef) (u : ι → ℝ) :
    M *ᵥ (M⁻¹ *ᵥ u) = u := by
  rw [Matrix.mulVec_mulVec, Matrix.mul_nonsing_inv _ (isUnit_iff_ne_zero.mpr hM.det_pos.ne'),
    Matrix.one_mulVec]
```

Mathlib's `PosDef` includes Hermiticity, which for real matrices is symmetry. From D − K = (D − K)ᵀ = D − Kᵀ follows K = Kᵀ. Physically, this symmetry stands for detailed balance in the weighted variables. Positive definiteness of D − K says that collisions relax every retained mode, so conserved modes must already have been removed. Particle number is one of them: on a full set of electron states its conservation makes D − K singular. In a crystal with inversion symmetry, keeping only responses that are odd under reversal of the wavevector, with one unknown for each pair of opposite wavevectors, removes this mode and leaves D diagonal.

```lean
omit [Fintype ι] in
/-- If the collision matrix `D - K` is positive definite, then it and the in-scattering
matrix `K` are symmetric. -/
theorem scattering_symm (hm : (diagonal d - K).PosDef) :
    (diagonal d - K).IsSymm ∧ K.IsSymm := by
  have h := hm.isHermitian.eq
  rw [Matrix.conjTranspose_eq_transpose_of_trivial] at h
  refine ⟨h, ?_⟩
  rw [Matrix.transpose_sub, Matrix.diagonal_transpose] at h
  exact sub_right_injective h
```

Subtract D F_{n+1} = v + K F_n from D F = v + K F:

D e_{n+1} = K e_n.

In the proof, `hs` is the first equation, `hX` the second, and `linear_combination` subtracts them.

```lean
/-- For nonzero rates and positive definite `D - K`, one iteration carries the deviation `e`
into `D⁻¹ K e`. -/
theorem deviation_step (hd : ∀ i, d i ≠ 0) (hm : (diagonal d - K).PosDef) (n : ℕ) :
    diagonal d *ᵥ deviation d K v (n + 1) = K *ᵥ deviation d K v n := by
  have hs : diagonal d *ᵥ response d K v (n + 1) = v + K *ᵥ response d K v n := by
    ext i
    have := hd i
    simp only [Matrix.mulVec_diagonal, response, Pi.add_apply]
    field_simp
  have hX : (diagonal d - K) *ᵥ exactResponse d K v = v := mulVec_inv hm v
  rw [Matrix.sub_mulVec] at hX
  simp only [deviation, Matrix.mulVec_sub, hs]
  linear_combination hX
```

## The conductivity error as a quadratic form

The recursion and symmetry let one iteration move from the left vector to the right:

⟨e_{a+1}, D e_b⟩ = ⟨K e_a, e_b⟩ = ⟨e_a, K e_b⟩ = ⟨e_a, D e_{b+1}⟩,

⟨e_{a+1}, K e_b⟩ = ⟨e_{a+1}, D e_{b+1}⟩ = ⟨K e_a, e_{b+1}⟩ = ⟨e_a, K e_{b+1}⟩.

These are `p1` and `p2`. Since e₀ = F and (D − K)F = v, induction on a, with b left free, gives

⟨v, e_{a+b}⟩ = ⟨e_a, (D − K) e_b⟩.

For a = b = n the right side is nonnegative, so even iterates never exceed the exact conductivity.

```lean
/-- For nonzero rates and positive definite `D - K`, the conductivity error of iterate `a + b`
is the collision form `D - K` between the deviations of iterates `a` and `b`. -/
theorem conductivity_error (hd : ∀ i, d i ≠ 0) (hm : (diagonal d - K).PosDef) (a b : ℕ) :
    v ⬝ᵥ deviation d K v (a + b)
      = deviation d K v a ⬝ᵥ (diagonal d - K) *ᵥ deviation d K v b := by
  obtain ⟨hS, hK⟩ := scattering_symm hm
  have hD : (diagonal d).IsSymm := Matrix.diagonal_transpose d
  have he := deviation_step (v := v) hd hm
  induction a generalizing b with
  | zero =>
    have h0 : (diagonal d - K) *ᵥ deviation d K v 0 = v := by
      rw [deviation, show response d K v 0 = 0 from rfl, sub_zero]
      exact mulVec_inv hm v
    rw [dot_symm hS, h0, zero_add]
  | succ a ih =>
    -- one iteration can be shifted from the left deviation to the right one
    have p1 : deviation d K v (a + 1) ⬝ᵥ diagonal d *ᵥ deviation d K v b
        = deviation d K v a ⬝ᵥ diagonal d *ᵥ deviation d K v (b + 1) := by
      rw [he b, dot_symm hD, he a, dot_symm hK]
    have p2 : deviation d K v (a + 1) ⬝ᵥ K *ᵥ deviation d K v b
        = deviation d K v a ⬝ᵥ K *ᵥ deviation d K v (b + 1) := by
      rw [← he b, dot_symm hD, he a, dot_symm hK]
    rw [show a + 1 + b = a + (b + 1) by omega, ih (b + 1)]
    simp only [Matrix.sub_mulVec, dotProduct_sub, p1, p2]
```

Now compare iterates 2n and 2n + 2. Put x = e_n, y = e_{n+1} and w = F_{n+1} − F_n = x − y. From Dy = Kx,

⟨x,Dy⟩ = ⟨x,Kx⟩, ⟨x,Ky⟩ = ⟨y,Dy⟩.

Expanding the form of D + K therefore gives

⟨w,(D + K)w⟩
= ⟨x,Dx⟩ + ⟨x,Kx⟩ − 2⟨x,Kx⟩ − 2⟨y,Dy⟩ + ⟨y,Dy⟩ + ⟨y,Ky⟩
= ⟨x,(D − K)x⟩ − ⟨y,(D − K)y⟩
= ⟨v,F_{2n+2}⟩ − ⟨v,F_{2n}⟩.

The four cross terms are `q1` to `q4`, and `linarith` collects them.

```lean
/-- For nonzero rates and positive definite `D - K`, passing from iterate `2n` to `2n + 2`
changes the conductivity by the form `D + K` of the step from iterate `n` to `n + 1`. -/
theorem conductivity_increment (hd : ∀ i, d i ≠ 0) (hm : (diagonal d - K).PosDef) (n : ℕ) :
    v ⬝ᵥ response d K v (2 * (n + 1)) - v ⬝ᵥ response d K v (2 * n)
      = (response d K v (n + 1) - response d K v n) ⬝ᵥ
        (diagonal d + K) *ᵥ (response d K v (n + 1) - response d K v n) := by
  have hK := (scattering_symm hm).2
  have hD : (diagonal d).IsSymm := Matrix.diagonal_transpose d
  have he := deviation_step (v := v) hd hm n
  have hl : v ⬝ᵥ response d K v (2 * (n + 1)) - v ⬝ᵥ response d K v (2 * n)
      = v ⬝ᵥ deviation d K v (n + n) - v ⬝ᵥ deviation d K v (n + 1 + (n + 1)) := by
    rw [show 2 * (n + 1) = n + 1 + (n + 1) by omega, show 2 * n = n + n by omega]
    simp only [deviation, dotProduct_sub]
    ring
  have hw : response d K v (n + 1) - response d K v n
      = deviation d K v n - deviation d K v (n + 1) := by
    simp only [deviation]
    abel
  rw [hl, hw, conductivity_error hd hm, conductivity_error hd hm]
  generalize deviation d K v n = x at *
  generalize deviation d K v (n + 1) = y at *
  -- the cross terms follow from `D y = K x`
  have q1 : x ⬝ᵥ diagonal d *ᵥ y = x ⬝ᵥ K *ᵥ x := by rw [he]
  have q2 : y ⬝ᵥ diagonal d *ᵥ x = x ⬝ᵥ K *ᵥ x := by
    rw [dot_symm hD, he, dot_symm hK]
  have q3 : x ⬝ᵥ K *ᵥ y = y ⬝ᵥ diagonal d *ᵥ y := by
    rw [dot_symm hK, ← he, dot_symm hD]
  have q4 : y ⬝ᵥ K *ᵥ x = y ⬝ᵥ diagonal d *ᵥ y := by rw [he]
  simp only [Matrix.add_mulVec, Matrix.sub_mulVec, Matrix.mulVec_sub, dotProduct_sub,
    dotProduct_add, sub_dotProduct]
  linarith
```

## Monotone conductivities and convergence of the whole response

Assume that D − K and D + K are both positive definite. The second condition excludes modes whose sign-alternating error the iteration fails to damp. Adding the diagonal entries d_i − K_ii > 0 and d_i + K_ii > 0 gives d_i > 0, so positive rates need no separate assumption.

The increments δ_n = ⟨w,(D + K)w⟩ are nonnegative, and the even conductivities are bounded by ⟨v,F⟩. A bounded monotone sequence converges, so δ_n → 0. This does not yet identify the limit.

For that, fix a component i with unit vector u_i, and solve (D − K)G = u_i and (D + K)Z = DG. Then

(e_n)_i = ⟨G,(D − K)e_n⟩ = ⟨G,D(e_n − e_{n+1})⟩ = ⟨DG,w⟩ = ⟨Z,(D + K)w⟩,

and Cauchy–Schwarz in the form D + K yields

(e_n)_i² ≤ ⟨Z,(D + K)Z⟩ δ_n → 0.

The Mathlib device behind this inequality is `discrim_le_zero`: a real quadratic that is nonnegative everywhere has nonpositive discriminant. It is applied to

t ↦ ⟨w + tZ,(D + K)(w + tZ)⟩,

with leading coefficient ⟨Z,(D + K)Z⟩, linear coefficient 2⟨Z,(D + K)w⟩ and constant term δ_n. The lemma puts no condition on the leading coefficient, and no new inner product has to be installed on the vectors. Then `squeeze_zero_norm` turns the bound into convergence.

The theorem has three conclusions: the vectors F_n converge to F, the sequence ⟨v,F_{2n}⟩ is monotone in the weak sense, and its limit is ⟨v,(D − K)⁻¹v⟩. It gives no convergence rate.

```lean
/-- If `D - K` and `D + K` are positive definite, the iterates converge to the exact response,
and the conductivities of the even iterates increase weakly to the exact conductivity. -/
theorem even_conductivity_increases_to_exact (hm : (diagonal d - K).PosDef)
    (hp : (diagonal d + K).PosDef) :
    Tendsto (response d K v) atTop (𝓝 (exactResponse d K v)) ∧
    Monotone (fun n => v ⬝ᵥ response d K v (2 * n)) ∧
    Tendsto (fun n => v ⬝ᵥ response d K v (2 * n)) atTop
      (𝓝 (v ⬝ᵥ (diagonal d - K)⁻¹ *ᵥ v)) := by
  have hd : ∀ i, d i ≠ 0 := fun i => by
    have h1 := hm.diag_pos (i := i)
    have h2 := hp.diag_pos (i := i)
    simp only [Matrix.sub_apply, Matrix.add_apply, Matrix.diagonal_apply_eq] at h1 h2
    linarith
  obtain ⟨hS, hK⟩ := scattering_symm hm
  have hD : (diagonal d).IsSymm := Matrix.diagonal_transpose d
  have hP : (diagonal d + K).IsSymm := hD.add hK
  have pos : ∀ {M : Matrix ι ι ℝ}, M.PosDef → ∀ x : ι → ℝ, 0 ≤ x ⬝ᵥ M *ᵥ x :=
    fun hM x => by simpa only [star_trivial] using hM.posSemidef.dotProduct_mulVec_nonneg x
  have hinc := conductivity_increment (v := v) hd hm
  have mono : Monotone (fun n => v ⬝ᵥ response d K v (2 * n)) :=
    monotone_nat_of_le_succ fun n => by
      have h := pos hp (response d K v (n + 1) - response d K v n)
      rw [← hinc n] at h
      linarith
  have bound : ∀ n, v ⬝ᵥ response d K v (2 * n) ≤ v ⬝ᵥ exactResponse d K v := fun n => by
    have h := pos hm (deviation d K v n)
    rw [← conductivity_error hd hm, ← two_mul, deviation, dotProduct_sub] at h
    linarith
  -- a bounded monotone sequence has vanishing increments
  have hlim := tendsto_atTop_ciSup mono ⟨_, by rintro _ ⟨n, rfl⟩; exact bound n⟩
  have hg := (hlim.comp (tendsto_add_atTop_nat 1)).sub hlim
  rw [sub_self] at hg
  have conv : Tendsto (response d K v) atTop (𝓝 (exactResponse d K v)) := by
    rw [tendsto_pi_nhds]
    intro i
    obtain ⟨G, hG⟩ : ∃ G, (diagonal d - K) *ᵥ G = (Pi.single i 1 : ι → ℝ) :=
      ⟨_, mulVec_inv hm _⟩
    obtain ⟨Z, hZ⟩ : ∃ Z, (diagonal d + K) *ᵥ Z = diagonal d *ᵥ G := ⟨_, mulVec_inv hp _⟩
    -- Cauchy-Schwarz in the form `D + K` bounds each component by the increments
    have key : ∀ n, (deviation d K v n i) ^ 2 ≤ (Z ⬝ᵥ (diagonal d + K) *ᵥ Z) *
        (v ⬝ᵥ response d K v (2 * (n + 1)) - v ⬝ᵥ response d K v (2 * n)) := fun n => by
      have hw : response d K v (n + 1) - response d K v n
          = deviation d K v n - deviation d K v (n + 1) := by
        simp only [deviation]
        abel
      have hi : deviation d K v n i = Z ⬝ᵥ (diagonal d + K) *ᵥ
          (response d K v (n + 1) - response d K v n) := by
        calc deviation d K v n i = (Pi.single i 1 : ι → ℝ) ⬝ᵥ deviation d K v n := by simp
          _ = G ⬝ᵥ (diagonal d - K) *ᵥ deviation d K v n := by rw [dot_symm hS, hG]
          _ = G ⬝ᵥ diagonal d *ᵥ (response d K v (n + 1) - response d K v n) := by
            rw [hw, Matrix.mulVec_sub, deviation_step hd hm, Matrix.sub_mulVec]
          _ = _ := by rw [dot_symm hD, ← hZ, dot_symm hP]
      rw [hinc n, hi]
      generalize response d K v (n + 1) - response d K v n = w
      have sym : w ⬝ᵥ (diagonal d + K) *ᵥ Z = Z ⬝ᵥ (diagonal d + K) *ᵥ w := by
        rw [dot_symm hP, dotProduct_comm]
      have disc := discrim_le_zero (a := Z ⬝ᵥ (diagonal d + K) *ᵥ Z)
        (b := 2 * (Z ⬝ᵥ (diagonal d + K) *ᵥ w)) (c := w ⬝ᵥ (diagonal d + K) *ᵥ w)
        (fun t => by
          have h := pos hp (w + t • Z)
          rw [Matrix.mulVec_add, Matrix.mulVec_smul] at h
          simp only [add_dotProduct, dotProduct_add, smul_dotProduct, dotProduct_smul,
            smul_eq_mul, sym] at h
          linear_combination h)
      rw [discrim] at disc
      linarith
    have hr := (Real.continuous_sqrt.tendsto _).comp
      (hg.const_mul (Z ⬝ᵥ (diagonal d + K) *ᵥ Z))
    rw [mul_zero, Real.sqrt_zero] at hr
    have h0 : Tendsto (fun n => deviation d K v n i) atTop (𝓝 0) :=
      squeeze_zero_norm (fun n => Real.abs_le_sqrt (key n)) hr
    have h1 := (tendsto_const_nhds (x := exactResponse d K v i)).sub h0
    rw [sub_zero] at h1
    exact h1.congr fun n => by simp [deviation]
  refine ⟨conv, mono, ?_⟩
  have hall : Tendsto (fun n => v ⬝ᵥ response d K v n) atTop
      (𝓝 (v ⬝ᵥ exactResponse d K v)) :=
    tendsto_finsetSum _ fun i _ => (tendsto_pi_nhds.mp conv i).const_mul (v i)
  exact hall.comp (tendsto_atTop_mono (fun n => (by omega : n ≤ 2 * n)) tendsto_id)
```

Positive semidefiniteness of D + K is not enough for convergence. Take one mode with d = 1, K = −1, v = 1, which is pure backscattering. Then D − K = 2 and D + K = 0, and the iterates are 0, 1, 0, 1, …, while the exact response is 1/2.

For a finite, symmetric, linearised collision model satisfying both conditions, as may arise in a discretised electron–phonon calculation, stopping after an even number of iterations, counted from F₀ = 0, thus gives a lower bound on the converged conductivity.

## Overshoot at odd iterates

Suppose d_i > 0 and −K is positive semidefinite, so that ⟨x,Kx⟩ ≤ 0 for every x: summed over the modes, in-scattering never reinforces the response. Then D − K is positive definite, and the error formula applies. Setting a = n and b = n + 1 in the error formula gives

⟨v,e_{2n+1}⟩ = ⟨e_n,K e_n⟩ − ⟨e_{n+1},D e_{n+1}⟩ ≤ 0.

Every odd iterate therefore lies at or above the exact conductivity. Positive definiteness of D + K is not used, so the bound holds even if the iteration diverges.

```lean
/-- For positive rates and negative semidefinite in-scattering `K`, every odd iterate gives at
least the exact conductivity. -/
theorem odd_conductivity_ge_exact (hd : ∀ i, 0 < d i) (hK : (-K).PosSemidef) (n : ℕ) :
    v ⬝ᵥ exactResponse d K v ≤ v ⬝ᵥ response d K v (2 * n + 1) := by
  have hD := Matrix.PosDef.diagonal hd
  have hm : (diagonal d - K).PosDef := by
    rw [sub_eq_add_neg]
    exact hD.add_posSemidef hK
  have he := deviation_step (v := v) (fun i => (hd i).ne') hm n
  have h := conductivity_error (v := v) (fun i => (hd i).ne') hm n (n + 1)
  have h1 := hK.dotProduct_mulVec_nonneg (deviation d K v n)
  have h2 := hD.posSemidef.dotProduct_mulVec_nonneg (deviation d K v (n + 1))
  rw [star_trivial, Matrix.neg_mulVec, dotProduct_neg] at h1
  rw [star_trivial] at h2
  -- the error is a sum of two nonpositive terms
  have q : deviation d K v n ⬝ᵥ K *ᵥ deviation d K v (n + 1)
      = deviation d K v (n + 1) ⬝ᵥ diagonal d *ᵥ deviation d K v (n + 1) := by
    rw [dot_symm (scattering_symm hm).2, ← he, dot_symm (Matrix.diagonal_transpose d)]
  rw [Matrix.sub_mulVec, dotProduct_sub, q, he] at h
  rw [he] at h2
  rw [show n + (n + 1) = 2 * n + 1 by omega, deviation, dotProduct_sub] at h
  linarith
```

The opening example has D − K = 3/2 and D + K = 1/2, both positive. Its first iterate gives conductivity 1 against the exact 2/3, so the conductivities of all iterates taken together need not increase. In Lean the single mode is indexed by `Fin 1`, and the exact value comes from solving (3/2)F = 1.

```lean
/-- For a single mode with `D = 1`, `K = -1/2` and `v = 1`, both `D - K` and `D + K` are
positive definite, the exact conductivity is `2/3`, and the first iterate gives `1`. -/
theorem first_iterate_overshoots :
    let d : Fin 1 → ℝ := fun _ => 1
    let K : Matrix (Fin 1) (Fin 1) ℝ := diagonal fun _ => -1 / 2
    let v : Fin 1 → ℝ := fun _ => 1
    (diagonal d - K).PosDef ∧ (diagonal d + K).PosDef ∧
      v ⬝ᵥ exactResponse d K v = 2 / 3 ∧ v ⬝ᵥ response d K v 1 = 1 := by
  intro d K v
  have hm : (diagonal d - K).PosDef := by
    rw [Matrix.diagonal_sub]
    exact Matrix.PosDef.diagonal fun i => by norm_num [d]
  have hp : (diagonal d + K).PosDef := by
    rw [Matrix.diagonal_add]
    exact Matrix.PosDef.diagonal fun i => by norm_num [d]
  refine ⟨hm, hp, ?_, ?_⟩
  · have h : ((diagonal d - K) *ᵥ exactResponse d K v) 0 = v 0 :=
      congrFun (mulVec_inv hm v) 0
    rw [Matrix.diagonal_sub, Matrix.mulVec_diagonal] at h
    have hv : v ⬝ᵥ exactResponse d K v = exactResponse d K v 0 := by
      simp [dotProduct, v]
    rw [hv]
    simp only [d, v] at h ⊢
    linarith
  · simp [response, dotProduct, d, v]

end

end BoltzmannIteration
```

```lean
#print axioms BoltzmannIteration.even_conductivity_increases_to_exact
-- 'BoltzmannIteration.even_conductivity_increases_to_exact' depends on axioms: [propext, Classical.choice, Quot.sound]
#print axioms BoltzmannIteration.odd_conductivity_ge_exact
-- 'BoltzmannIteration.odd_conductivity_ge_exact' depends on axioms: [propext, Classical.choice, Quot.sound]
#print axioms BoltzmannIteration.first_iterate_overshoots
-- 'BoltzmannIteration.first_iterate_overshoots' depends on axioms: [propext, Classical.choice, Quot.sound]
```
